# For $w,g,t>0$ every optimal Lang–Firsov displacement of the one-electron Holstein dimer lies strictly between $0$ and $g/w$

## Dimer, phonon mode and trial state

One electron lives on two sites, and the relative phonon mode of the dimer couples to the difference of the site occupations. With $\hbar=1$ and the zero-point energy left out, the Hamiltonian is

$$H = w\,b^\dagger b - g\,\sigma_z(b+b^\dagger) - t\,\sigma_x .$$

Here $w$ is the phonon energy, $g$ the coupling to the relative mode ($1/\sqrt2$ times the Holstein coupling of each site to its own phonon mode), $t$ the hopping amplitude, and $b$ the phonon annihilation operator. The Pauli matrices act on the site index, with $\sigma_z=+1$ on the first site. The symmetric phonon mode couples only to the fixed electron number and is omitted.

Real amplitudes suffice for the trial state below, so a state is written as a pair $(\psi_1,\psi_2)$ of real phonon amplitude sequences, one per site, in the number basis $n=0,1,2,\dots$ A coherent state with real, dimensionless displacement $f$ has amplitudes

$$c_f(n)=e^{-f^2/2}\,\frac{f^n}{\sqrt{n!}} .$$

The Lang–Firsov trial state is $\psi_1=c_f/\sqrt2$, $\psi_2=c_{-f}/\sqrt2$: the phonon mode is displaced by $f$ when the electron is on the first site and by $-f$ when it is on the second.

## The energy of the trial state

The overlap of two coherent states follows from the exponential series:

$$\sum_n c_a(n)c_b(n)=e^{-a^2/2-b^2/2}\sum_n\frac{(ab)^n}{n!}=e^{-(a-b)^2/2}.$$

Hence $c_f$ is normalised, and the overlap of $c_f$ with $c_{-f}$ is $e^{-2f^2}$. The definition also gives the ladder relation

$$\sqrt{n+1}\,c_f(n+1)=f\,c_f(n),$$

which says that $b$ multiplies $c_f$ by $f$. Therefore $\langle b\rangle=\langle b^\dagger\rangle=f$ and $\langle b^\dagger b\rangle=f^2$.

Each site has weight $1/2$. The phonon term gives $wf^2$. The coupling gives $\tfrac12(-2gf)$ on the first site and $\tfrac12\,(2g)(-f)$ on the second, together $-2gf$. The two hopping terms give $-t\,e^{-2f^2}$. The sum is

$$E(f)=wf^2-2gf-t\,e^{-2f^2}.$$

## The optimal displacement

For $w,g,t>0$, $E$ attains a global minimum over real $f$, and every minimizer satisfies

$$f\left(w+2t\,e^{-2f^2}\right)=g,\qquad 0<f<\frac gw,\qquad E(f)<E(g/w).$$

**Existence.** If $x<0$ or $x>2g/w$, then $x(wx-2g)\ge0$. Since also $e^{-2x^2}\le1$, we get $E(x)\ge-t=E(0)$. The continuous function $E$ has a minimum on the compact interval $[0,2g/w]$. This minimum is at most $E(0)$, so it is global.

**Self-consistency.** At a minimizer the derivative vanishes:

$$E'(f)=2wf-2g+4tf\,e^{-2f^2}=2\left[f\left(w+2t\,e^{-2f^2}\right)-g\right]=0.$$

**Bounds.** The bracket multiplying $f$ in the self-consistency equation is positive and $g>0$, so $f>0$. Then $wf=g-2tf\,e^{-2f^2}<g$.

**Strict energy gain.** If $E(g/w)\le E(f)$ for a minimizer $f$, then $g/w$ is a minimizer too, and the bound just proved gives $g/w<g/w$, a contradiction.

**Uniqueness.** Let $F(x)=x(w+2t\,e^{-2x^2})$. Then

$$F'(x)=w-2t(4x^2-1)e^{-2x^2}.$$

From $1+y\le e^y$ with $y=2x^2-\tfrac32$ we get $4x^2-1=2(1+y)\le2e^{2x^2-3/2}$, so $F'(x)\ge w-4t\,e^{-3/2}$. If $4t\,e^{-3/2}<w$, then $F$ is strictly increasing and $F(f)=g$ has at most one solution. The minimizer is then unique. The condition says that the phonon energy exceeds about $0.89\,t$.

The displacement $g/w$ is the one that minimizes the energy at $t=0$. Within this one-parameter trial state for a single electron on two sites, hopping reduces the polaronic distortion, and using $g/w$ overestimates the suppression of hopping by the phonon overlap.

## The case $w=g=t=1$

The uniqueness condition holds, since $4e^{-3/2}\approx0.893<1$. The equation is $F(f)=f(1+2e^{-2f^2})=1$. Trial values give $F(0.41)\approx0.996$ and $F(0.42)\approx1.010$, and interpolation gives $f\approx0.413$, well below $g/w=1$. The energies are $E(0.413)\approx-1.366$ and $E(1)=-1-e^{-2}\approx-1.135$.

## How the Lean file expresses the model

A state has type `(ℕ → ℝ) × (ℕ → ℝ)`, and `hamiltonian` acts on it explicitly. The term `√(n+1) * ψ.1 (n+1)` is $b$, and `√n * ψ.1 (n-1)` is $b^\dagger$; at $n=0$ the factor `√0` removes the latter. `coherent`, `trial` and `energy` are $c_f$, the trial pair and $E$.

`trial_energy` connects the formula to the Hamiltonian, for all real parameters: `HasSum` states that the series for the norm converges to $1$ and the series for the expectation value to $E(f)$. The phonon space is not truncated.

`IsOptimal w g t f` means $E(f)\le E(x)$ for every real $x$. `optimal_displacement` is the main result, with the three positivity hypotheses. `optimal_unique` takes $g,t>0$ and the condition on $w$, which already implies $w>0$.

The minimization runs over $f$ alone, with equal site weights and opposite displacements held fixed. The exact ground state of $H$ does not enter, and `hamiltonian` is a formula on sequences, without a domain or self-adjointness.

```lean
import Mathlib

open Real

namespace HolsteinDimer

noncomputable section

/-- Number-basis amplitudes of the coherent phonon state with real displacement `f`. -/
def coherent (f : ℝ) (n : ℕ) : ℝ := exp (-f ^ 2 / 2) * f ^ n / √(n.factorial : ℝ)

/-- The Holstein dimer Hamiltonian `w b†b - g σz (b + b†) - t σx` for one electron on two sites
and the relative phonon mode, acting on the pair of phonon amplitudes on the two sites. -/
def hamiltonian (w g t : ℝ) (ψ : (ℕ → ℝ) × (ℕ → ℝ)) : (ℕ → ℝ) × (ℕ → ℝ) :=
  (fun n => w * n * ψ.1 n - g * (√((n : ℝ) + 1) * ψ.1 (n + 1) + √(n : ℝ) * ψ.1 (n - 1))
      - t * ψ.2 n,
   fun n => w * n * ψ.2 n + g * (√((n : ℝ) + 1) * ψ.2 (n + 1) + √(n : ℝ) * ψ.2 (n - 1))
      - t * ψ.1 n)

/-- The Lang-Firsov trial state: equal weight on both sites, with the phonon mode displaced
by `f` on the first site and by `-f` on the second. -/
def trial (f : ℝ) : (ℕ → ℝ) × (ℕ → ℝ) :=
  (fun n => (√2)⁻¹ * coherent f n, fun n => (√2)⁻¹ * coherent (-f) n)

/-- The variational Lang-Firsov energy as a function of the displacement `f`. -/
def energy (w g t f : ℝ) : ℝ := w * f ^ 2 - 2 * g * f - t * exp (-2 * f ^ 2)

/-- The displacement `f` minimizes the variational energy globally. -/
def IsOptimal (w g t f : ℝ) : Prop := ∀ x, energy w g t f ≤ energy w g t x

/-- A convergent series may be rewritten term by term, and its value replaced by an equal one. -/
private theorem hasSum_of_eq {F G : ℕ → ℝ} {a b : ℝ} (h : HasSum G b)
    (hF : ∀ n, F n = G n) (ha : a = b) : HasSum F a := by
  have hFG : F = G := funext hF
  subst hFG
  subst ha
  exact h

/-- The overlap of two coherent states is a Gaussian in the difference of their displacements. -/
theorem coherent_overlap (a b : ℝ) :
    HasSum (fun n => coherent a n * coherent b n) (exp (-(a - b) ^ 2 / 2)) := by
  have h : HasSum (fun n : ℕ => (a * b) ^ n / (n.factorial : ℝ)) (exp (a * b)) := by
    rw [Real.exp_eq_exp_ℝ]
    exact NormedSpace.expSeries_div_hasSum_exp (a * b)
  refine hasSum_of_eq (h.mul_left (exp (-a ^ 2 / 2) * exp (-b ^ 2 / 2))) (fun n => ?_) ?_
  · have hs : √(n.factorial : ℝ) * √(n.factorial : ℝ) = n.factorial :=
      Real.mul_self_sqrt (Nat.cast_nonneg _)
    unfold coherent
    rw [div_mul_div_comm, hs, mul_pow]
    ring
  · rw [← Real.exp_add, ← Real.exp_add]
    congr 1
    ring

/-- The phonon annihilation operator multiplies a coherent state by its displacement. -/
theorem coherent_ladder (f : ℝ) (n : ℕ) :
    √((n : ℝ) + 1) * coherent f (n + 1) = f * coherent f n := by
  have h1 : √((n : ℝ) + 1) ≠ 0 := (Real.sqrt_pos.2 (by positivity)).ne'
  have h2 : √(n.factorial : ℝ) ≠ 0 :=
    (Real.sqrt_pos.2 (by exact_mod_cast n.factorial_pos)).ne'
  unfold coherent
  rw [Nat.factorial_succ, Nat.cast_mul, Nat.cast_succ, Real.sqrt_mul (by positivity), pow_succ]
  field_simp
  ring

/-- In a coherent state of displacement `f` the mean phonon number is `f ^ 2`, and the
annihilation and creation operators both have mean value `f`. -/
theorem coherent_moments (f : ℝ) :
    HasSum (fun n : ℕ => (n : ℝ) * coherent f n ^ 2) (f ^ 2) ∧
    HasSum (fun n : ℕ => coherent f n * (√((n : ℝ) + 1) * coherent f (n + 1))) f ∧
    HasSum (fun n : ℕ => coherent f n * (√(n : ℝ) * coherent f (n - 1))) f := by
  have h1 : HasSum (fun n => coherent f n * coherent f n) 1 := by
    simpa using coherent_overlap f f
  -- a series whose zeroth term vanishes may be summed from the first term on
  have shift : ∀ (F : ℕ → ℝ) (a : ℝ), F 0 = 0 → HasSum (fun n => F (n + 1)) a → HasSum F a := by
    intro F a h0 h
    rw [← hasSum_nat_add_iff' 1, Finset.sum_range_one, h0, sub_zero]
    exact h
  refine ⟨shift _ _ (by simp) ?_, ?_, shift _ _ (by simp) ?_⟩
  · refine hasSum_of_eq (h1.mul_left (f ^ 2)) (fun n => ?_) ?_
    · have hs : √((n : ℝ) + 1) * √((n : ℝ) + 1) = n + 1 := Real.mul_self_sqrt (by positivity)
      push_cast
      linear_combination (√((n : ℝ) + 1) * coherent f (n + 1) + f * coherent f n)
        * coherent_ladder f n - coherent f (n + 1) ^ 2 * hs
    · ring
  · refine hasSum_of_eq (h1.mul_left f) (fun n => ?_) ?_
    · rw [coherent_ladder]
      ring
    · ring
  · refine hasSum_of_eq (h1.mul_left f) (fun n => ?_) ?_
    · rw [Nat.add_sub_cancel, Nat.cast_succ]
      linear_combination coherent f n * coherent_ladder f n
    · ring

/-- The Lang-Firsov trial state is normalised, and its expectation value of the Holstein dimer
Hamiltonian is the variational energy. -/
theorem trial_energy (w g t f : ℝ) :
    HasSum (fun n => (trial f).1 n ^ 2 + (trial f).2 n ^ 2) 1 ∧
    HasSum (fun n => (trial f).1 n * (hamiltonian w g t (trial f)).1 n
      + (trial f).2 n * (hamiltonian w g t (trial f)).2 n) (energy w g t f) := by
  have hr : (√2)⁻¹ * (√2)⁻¹ = (1 / 2 : ℝ) := by
    rw [← mul_inv, Real.mul_self_sqrt (by norm_num)]
    norm_num
  have hn : ∀ a, HasSum (fun n => coherent a n * coherent a n) 1 := fun a => by
    simpa using coherent_overlap a a
  -- the overlap of the two displaced states, which multiplies the hopping amplitude
  have ho : HasSum (fun n => coherent f n * coherent (-f) n) (exp (-2 * f ^ 2)) := by
    have h := coherent_overlap f (-f)
    rwa [show -(f - -f) ^ 2 / 2 = -2 * f ^ 2 by ring] at h
  obtain ⟨n1, l1, r1⟩ := coherent_moments f
  obtain ⟨n2, l2, r2⟩ := coherent_moments (-f)
  constructor
  · refine hasSum_of_eq (((hn f).add (hn (-f))).mul_left ((√2)⁻¹ * (√2)⁻¹)) (fun n => ?_) ?_
    · simp only [trial]
      ring
    · rw [hr]
      norm_num
  · refine hasSum_of_eq (((((n1.add n2).mul_left w).sub ((l1.add r1).mul_left g)).add
      (((l2.add r2).mul_left g).sub (ho.mul_left (2 * t)))).mul_left ((√2)⁻¹ * (√2)⁻¹))
      (fun n => ?_) ?_
    · simp only [trial, hamiltonian]
      ring
    · rw [hr]
      unfold energy
      ring

/-- The slope of the variational energy with respect to the displacement. -/
theorem energy_hasDerivAt (w g t f : ℝ) :
    HasDerivAt (energy w g t) (2 * (f * (w + 2 * t * exp (-2 * f ^ 2)) - g)) f := by
  have h1 : HasDerivAt (fun x : ℝ => x ^ 2) (2 * f) f := by simpa using hasDerivAt_pow 2 f
  have h2 := (h1.const_mul (-2)).exp
  have h3 : HasDerivAt (fun x : ℝ => 2 * g * x) (2 * g) f := by
    simpa using (hasDerivAt_id' f).const_mul (2 * g)
  exact (((h1.const_mul w).fun_sub h3).fun_sub (h2.const_mul t)).congr_deriv (by ring)

/-- An optimal displacement satisfies the self-consistency equation. -/
theorem IsOptimal.selfConsistent {w g t f : ℝ} (h : IsOptimal w g t f) :
    f * (w + 2 * t * exp (-2 * f ^ 2)) = g := by
  have hm : IsLocalMin (energy w g t) f := Filter.Eventually.of_forall h
  have := hm.hasDerivAt_eq_zero (energy_hasDerivAt w g t f)
  linarith

/-- For positive `w`, `g` and `t` the variational energy attains a global minimum; every optimal
displacement is self-consistent, lies strictly between zero and the full displacement `g / w`, and
has an energy strictly below that of the full displacement. -/
theorem optimal_displacement {w g t : ℝ} (hw : 0 < w) (hg : 0 < g) (ht : 0 < t) :
    (∃ f, IsOptimal w g t f) ∧ ∀ f, IsOptimal w g t f →
      f * (w + 2 * t * exp (-2 * f ^ 2)) = g ∧ 0 < f ∧ f < g / w ∧
      energy w g t f < energy w g t (g / w) := by
  have bounds : ∀ f, IsOptimal w g t f → 0 < f ∧ f < g / w := by
    intro f h
    have hs := h.selfConsistent
    have he : 0 < t * exp (-2 * f ^ 2) := mul_pos ht (exp_pos _)
    have hf : 0 < f := by
      by_contra hn
      have := mul_nonpos_of_nonpos_of_nonneg (not_lt.1 hn)
        (show 0 ≤ w + 2 * t * exp (-2 * f ^ 2) by linarith)
      linarith
    refine ⟨hf, ?_⟩
    rw [lt_div_iff₀ hw]
    linarith [mul_pos hf he]
  constructor
  · have hc : Continuous (energy w g t) :=
      continuous_iff_continuousAt.2 fun x => (energy_hasDerivAt w g t x).continuousAt
    have hR : 0 ≤ 2 * g / w := by positivity
    obtain ⟨f, -, hf⟩ := isCompact_Icc.exists_isMinOn (Set.nonempty_Icc.2 hR) hc.continuousOn
    refine ⟨f, fun x => ?_⟩
    by_cases hx : x ∈ Set.Icc 0 (2 * g / w)
    · exact hf hx
    · -- outside the interval the energy is no lower than without displacement
      have h0 : energy w g t f ≤ energy w g t 0 := hf (Set.left_mem_Icc.2 hR)
      have hq : 0 ≤ x * (w * x - 2 * g) := by
        rcases lt_or_ge x 0 with h | h
        · exact mul_nonneg_of_nonpos_of_nonpos h.le (by nlinarith)
        · have h' : 2 * g / w < x := not_le.1 fun h' => hx ⟨h, h'⟩
          rw [div_lt_iff₀ hw] at h'
          exact mul_nonneg h (by linarith)
      have he : exp (-2 * x ^ 2) ≤ 1 := Real.exp_le_one_iff.2 (by nlinarith [sq_nonneg x])
      have ht' := mul_le_mul_of_nonneg_left he ht.le
      have hz : energy w g t 0 = -t := by simp [energy]
      rw [hz] at h0
      unfold energy at h0 ⊢
      linarith
  · intro f h
    refine ⟨h.selfConsistent, (bounds f h).1, (bounds f h).2, lt_of_not_ge fun hle => ?_⟩
    -- otherwise the full displacement would itself be optimal
    exact lt_irrefl _ (bounds (g / w) fun x => hle.trans (h x)).2

/-- For positive `g` and `t` with `4 t exp (-3/2) < w`, there is exactly one optimal displacement.
-/
theorem optimal_unique {w g t : ℝ} (hg : 0 < g) (ht : 0 < t) (h : 4 * t * exp (-3 / 2) < w) :
    ∃! f, IsOptimal w g t f := by
  have hw : 0 < w := lt_trans (by positivity) h
  have hmono : StrictMono fun x : ℝ => x * (w + 2 * t * exp (-2 * x ^ 2)) := by
    apply strictMono_of_deriv_pos
    intro x
    have h1 : HasDerivAt (fun x : ℝ => x ^ 2) (2 * x) x := by simpa using hasDerivAt_pow 2 x
    have h2 := (((h1.const_mul (-2)).exp).const_mul (2 * t)).const_add w
    have h3 := (hasDerivAt_id' x).fun_mul h2
    rw [h3.deriv]
    -- the tangent bound on the exponential controls the negative part of the slope
    have hb := mul_le_mul_of_nonneg_right (Real.add_one_le_exp (2 * x ^ 2 - 3 / 2))
      (exp_pos (-2 * x ^ 2)).le
    rw [← Real.exp_add, show 2 * x ^ 2 - 3 / 2 + -2 * x ^ 2 = (-3 / 2 : ℝ) by ring] at hb
    have hb' := mul_le_mul_of_nonneg_left hb ht.le
    linarith
  obtain ⟨f, hf⟩ := (optimal_displacement hw hg ht).1
  exact ⟨f, hf, fun y hy => hmono.injective (hy.selfConsistent.trans hf.selfConsistent.symm)⟩

end

end HolsteinDimer
```

```lean
#print axioms HolsteinDimer.trial_energy
-- 'HolsteinDimer.trial_energy' depends on axioms: [propext, Classical.choice, Quot.sound]
#print axioms HolsteinDimer.optimal_displacement
-- 'HolsteinDimer.optimal_displacement' depends on axioms: [propext, Classical.choice, Quot.sound]
#print axioms HolsteinDimer.optimal_unique
-- 'HolsteinDimer.optimal_unique' depends on axioms: [propext, Classical.choice, Quot.sound]
```

## How the proof proceeds

`coherent_overlap` starts from Mathlib's exponential series for $ab$ and multiplies it by the two Gaussian prefactors. The helper `hasSum_of_eq` then matches the series term by term and its value separately, a pattern that recurs in the later sums.

`coherent_ladder` splits $\sqrt{(n+1)!}$ into $\sqrt{n+1}\,\sqrt{n!}$ and clears denominators. In `coherent_moments`, the series for $b^\dagger b$ and $b^\dagger$ have a vanishing zeroth term. The local statement `shift` drops it, and the ladder relation turns each remaining term into a multiple of $c_f(n)^2$; `linear_combination` supplies the algebra.

`trial_energy` adds the moments for $f$ and $-f$ and the overlap series with the coefficients of $H$. The common factor $(1/\sqrt2)^2$ is evaluated in `hr`.

`energy_hasDerivAt` differentiates $E$, and `IsOptimal.selfConsistent` applies the fact that the derivative vanishes at a local minimum.

In `optimal_displacement`, the inner claim `bounds` proves $0<f<g/w$ for any minimizer. Existence uses `isCompact_Icc.exists_isMinOn` on $[0,2g/w]$; the case split on `hx` treats points outside, where `hq` is the inequality $x(wx-2g)\ge0$ and `he` bounds the exponential by one. The last line applies `bounds` to $g/w$ itself, which yields the contradiction behind the strict energy gain.

`optimal_unique` shows that $F$ is strictly monotone by `strictMono_of_deriv_pos`. The inequality $1+y\le e^y$ is `Real.add_one_le_exp`, multiplied by $e^{-2x^2}$ in `hb` and by $t$ in `hb'`. Two minimizers give the same value $F=g$, so injectivity of $F$ makes them equal.
